# The cosine of the phase angle 2πq/n is one only for the zero residue q modulo n

To each residue q modulo a positive integer n the file assigns the phase angle 2πq/n, with q represented by an integer from 0 to n − 1. The lemma states that the cosine of this angle equals one exactly when q is the zero residue, so among these n phases only that of q = 0 is trivial. It concerns the angles alone; no Hamiltonian or quantum state enters. The proof first places the angle in the interval from 0 up to but not including 2π, where the cosine is one only at angle zero. It then leaves to `simp` the remaining claim, that the angle vanishes exactly when q does.

As first written in Lean, the proof fails:

```lean
import Mathlib

open scoped ComplexConjugate

namespace PlaneWavePairs

noncomputable section

variable {n : ℕ} [NeZero n]

/-- The phase angle `2π q / n` of a residue `q`, represented between `0` and `n - 1`. -/
def angle (q : ZMod n) : ℝ := 2 * Real.pi * (q.val : ℝ) / n

/-- The cosine of the phase angle is one only for the zero residue. -/
lemma cos_angle_eq_one (q : ZMod n) : Real.cos (angle q) = 1 ↔ q = 0 := by
  have hn : (0 : ℝ) < n := Nat.cast_pos.mpr (Nat.pos_of_ne_zero (NeZero.ne n))
  have h0 : 0 ≤ angle q := by unfold angle; positivity
  have h1 : angle q < 2 * Real.pi := by
    have h : (q.val : ℝ) < n := by exact_mod_cast ZMod.val_lt q
    unfold angle
    rw [div_lt_iff₀ hn]
    exact mul_lt_mul_of_pos_left h Real.two_pi_pos
  rw [Real.cos_eq_one_iff_of_lt_of_lt (by linarith [Real.pi_pos]) h1]
  unfold angle
  simp [Real.pi_ne_zero, NeZero.ne n]

end

end PlaneWavePairs
```

Lean reports:

```
Main.lean:15:72: error: unsolved goals
n : ℕ
inst✝ : NeZero n
q : ZMod n
hn : 0 < ↑n
h0 : 0 ≤ angle q
h1 : angle q < 2 * Real.pi
⊢ q.cast = 0 ↔ q = 0
```

Fix (accepted with no message):

```diff
@@ -23,5 +23,6 @@
   rw [Real.cos_eq_one_iff_of_lt_of_lt (by linarith [Real.pi_pos]) h1]
   unfold angle
-  simp [Real.pi_ne_zero, NeZero.ne n]
+  rw [div_eq_zero_iff, or_iff_left hn.ne', mul_eq_zero, or_iff_right Real.two_pi_pos.ne',
+    Nat.cast_eq_zero, ZMod.val_eq_zero]
 
 end
```

Diagnosis. The error reports the goal that `simp` left open, `q.cast = 0 ↔ q = 0`. The factors 2π and n are gone, so that part of the simplification worked. But `simp` also rewrote the real number `(q.val : ℝ)`, the natural-number representative of q cast to the reals, as `q.cast`, the direct cast from `ZMod n`. In that form `Nat.cast_eq_zero` no longer applies, since there is no cast of a natural number left for it to match, and `simp` did not close the equivalence by other means.

The repair replaces `simp` with a chain of explicit rewrites that leaves `q.val` in place. `div_eq_zero_iff` and `mul_eq_zero` split the vanishing of the angle into cases, and the two `or_iff` steps discard the impossible ones, n = 0 and 2π = 0. `Nat.cast_eq_zero` then removes the cast to the reals, and `ZMod.val_eq_zero` turns `q.val = 0` into `q = 0`. Both sides are now the same, and `rw` closes the goal by reflexivity.
